# For independent internal coordinates, a Cartesian gradient orthogonal to ker B gives the same internal gradient under every positive weighting

## Two atoms on a line

Put two atoms on a line at positions $x_0$ and $x_1$, and describe them by the single internal coordinate $q = x_1 - x_0$. A displacement changes $q$ by the displacement of atom 1 minus that of atom 0, so the matrix that takes Cartesian displacements to internal ones is $B = (-1,\ 1)$.

Let $g = (g_0, g_1)$ be the Cartesian gradient of the energy. We want the gradient $f$ with respect to $q$, and we compute it with a weight matrix $W = \mathrm{diag}(1, w)$, $w > 0$, from the formula

$$f = (B W B^T)^{-1} B W g .$$

Here $B W B^T = 1 + w$ and $B W g = w g_1 - g_0$, so

$$f = \frac{w g_1 - g_0}{1 + w}.$$

In general this depends on $w$. If the energy depends on $q$ alone, however, moving both atoms together costs nothing, and $g_0 + g_1 = 0$. Writing $g = (-a, a)$ gives $f = (wa + a)/(1+w) = a$, and the weight has cancelled.

The part of $g$ that $f$ fails to reproduce shows the mechanism. Since $B^T f = (-f, f)$, the residual is

$$r = g - B^T f = \frac{g_0 + g_1}{1 + w}\,(w,\ 1), \qquad W r = \frac{w\,(g_0 + g_1)}{1 + w}\,(1,\ 1).$$

The weighted residual is a translation, which $B$ cannot see. Its size is proportional to $g_0 + g_1$, the slope of the energy along that translation. When the slope is zero, nothing is left over.

## The gradient and the invisible displacements

For a molecule at a fixed geometry, let $B$ be a real matrix with one row for each internal coordinate and one column for each Cartesian coordinate. To first order, a Cartesian displacement $x$ changes the internal coordinates by $Bx$. The kernel of $B$ consists of the displacements that leave all the chosen coordinates unchanged to first order.

If the energy is a function of the internal coordinates, with internal gradient $f$, the chain rule gives $g = B^T f$. In practice $g$ is often what is known and $f$ is wanted. A non-redundant set usually has fewer internal than Cartesian coordinates, so $B^T$ is not square and cannot simply be inverted. The weighted formula above supplies a candidate. Taking $W$ to be the identity gives $B B^T$ as the matrix to invert; taking inverse atomic masses on the diagonal gives Wilson's $G$ matrix.

The condition on $g$ is that $g \cdot x = 0$ whenever $Bx = 0$. Physically, the energy has no slope along displacements that the internal coordinates do not register. For an isolated molecule whose internal coordinates fix its shape to first order, these displacements are infinitesimal translations and rotations, and the condition expresses the invariance of the energy under them. An external field can violate it. So can an incomplete set of coordinates, because the energy may then change along an internal motion that was left out.

## Derivation

Assume that the rows of $B$ are linearly independent and that $x \cdot W x > 0$ for every $x \neq 0$. Write $G = B W B^T$.

**The matrix $G$ is invertible.** Suppose $G f = 0$ with $f \neq 0$. The vector $B^T f$ is the combination of the rows of $B$ with coefficients $f_i$, so independence gives $B^T f \neq 0$. Positivity of $W$ then gives
$$0 < (B^T f)\cdot W (B^T f) = f \cdot B W B^T f = f \cdot G f = 0,$$
a contradiction. Hence $f = G^{-1} B W g$ is the unique solution of the normal equation $G f = B W g$.

**The residual vanishes.** Let $r = g - B^T f$. The normal equation says $B W B^T f = B W g$, which is $B W r = 0$. So $W r$ lies in the kernel of $B$, and
$$r \cdot W r = g \cdot W r - (B^T f) \cdot W r = g \cdot W r - f \cdot (B W r) = 0 - 0 .$$
The first term vanishes by the condition on $g$, the second because $B W r = 0$. Since $W$ is positive, $r = 0$, that is, $B^T f = g$.

**The weight drops out.** Let $W'$ be another positive weight. Multiplying $B^T f = g$ by $B W'$ gives
$$(B W' B^T) f = B W' g .$$
The same $f$ therefore solves the normal equation for $W'$. That equation has only one solution, so the formula with $W'$ returns $f$.

**The condition on $g$ is also necessary for reconstruction.** If $B^T f = g$ and $Bx = 0$, then $g \cdot x = (B^T f)\cdot x = f \cdot Bx = 0$.

**The first-order energy change agrees.** Once $B^T f = g$ holds, every displacement $x$ satisfies $g \cdot x = f \cdot Bx$. The Cartesian and internal descriptions assign the same first-order energy change to the same motion.

Forces are the negatives of gradients, so all of this holds for forces after a change of sign in both $g$ and $f$.

## A gradient with a slope along the translation

Return to the two atoms and take $g = (0, 1)$. The energy now rises when atom 1 moves in the positive direction and is indifferent to atom 0, as if a uniform external field acted on atom 1 alone. This gradient is not orthogonal to the translation $(1,1)$, since $g \cdot (1,1) = 1$. The formula gives

$$f = \frac{w}{1 + w},$$

which is $1/2$ for $w = 1$ and $3/4$ for $w = 3$. As $w \to 0$ it tends to $0$, and as $w \to \infty$ it tends to $1$. The rows of $B$ are still independent and the weight is still positive; only the condition on $g$ has failed. What the formula returns is then partly a property of the weight.

At the opposite extreme, $B$ may be square and invertible. Its kernel contains only the zero vector, every $g$ meets the condition, and the formula reduces to $f = (B^T)^{-1} g$ for every weight.

## The statement in Lean

The index types `m` and `n` label internal and Cartesian coordinates; both are finite and otherwise arbitrary. `Matrix m n ℝ` is the type of $B$, `*ᵥ` applies a matrix to a vector, and `⬝ᵥ` is the ordinary dot product. The objects correspond as follows.

- `IsWeight W` says that $x \cdot Wx > 0$ for every nonzero $x$. Symmetry of $W$ is not required, since the argument never uses it. A diagonal matrix of positive numbers, such as inverse masses, is a weight in this sense.
- `gMatrix B W` is $B W B^T$, and `internalGradient B W g` is $(B W B^T)^{-1} B W g$.
- `hB` states that the rows `fun i => B i` are linearly independent: the internal coordinates are non-redundant at this geometry.
- `hg` states that `g ⬝ᵥ x = 0` for every `x` with `B *ᵥ x = 0`.

The theorem `internalGradient_weight_independent` takes `hB`, `hg` and one weight `W`. It concludes that $B^T f = g$ and that every other weight `W'` gives the same internal gradient. `reconstruction_iff` drops `hg` from the assumptions and shows it to be equivalent to $B^T f = g$. `energy_change_eq` is the equality of first-order energy changes, and `stretch_weight_dependence` is the example with $g = (0,1)$, including the fact that its `B` and `W` satisfy the other two hypotheses.

The setting is linear algebra at one geometry. The matrix $B$ is given and not computed from bond lengths or angles, and `g` is any real vector, not the derivative of a specified energy function. The invariance of the energy enters as the hypothesis `hg`. Second derivatives are not treated; away from a stationary point, transforming a Hessian between curvilinear and Cartesian coordinates in general also involves the derivatives of $B$.

Redundant coordinates are excluded by `hB`. If the stretch is listed twice, $B W B^T$ has two equal rows and is singular, and for a gradient that meets the condition `hg` many vectors $f$ satisfy $B^T f = g$. A further rule, such as a generalised inverse, must then select one of them.

In geometry optimisation, where an electronic structure calculation supplies a Cartesian gradient, the result means that the choice between unit and inverse-mass weights does not affect the converted gradient, provided that the coordinates are non-redundant and the gradient has no component along $\ker B$.

## The Lean file

```lean
import Mathlib

open Matrix

namespace WilsonGradient

noncomputable section

variable {m n : Type*} [Fintype m] [Fintype n] [DecidableEq m]

/-- A weighting of Cartesian space: a real matrix whose quadratic form is positive on every
nonzero displacement. -/
def IsWeight (W : Matrix n n ℝ) : Prop :=
  ∀ x : n → ℝ, x ≠ 0 → 0 < x ⬝ᵥ (W *ᵥ x)

/-- The weighted G matrix `B W Bᵀ` of a set of internal coordinates. -/
def gMatrix (B : Matrix m n ℝ) (W : Matrix n n ℝ) : Matrix m m ℝ :=
  B * W * Bᵀ

/-- The internal gradient `(B W Bᵀ)⁻¹ B W g` computed from the Cartesian gradient `g`. -/
def internalGradient (B : Matrix m n ℝ) (W : Matrix n n ℝ) (g : n → ℝ) : m → ℝ :=
  (gMatrix B W)⁻¹ *ᵥ (B *ᵥ (W *ᵥ g))

omit [DecidableEq m] in
/-- The G matrix acts by `Bᵀ`, then the weighting, then `B`. -/
lemma gMatrix_mulVec (B : Matrix m n ℝ) (W : Matrix n n ℝ) (f : m → ℝ) :
    gMatrix B W *ᵥ f = B *ᵥ (W *ᵥ (Bᵀ *ᵥ f)) := by
  simp only [gMatrix, Matrix.mulVec_mulVec, Matrix.mul_assoc]

omit [DecidableEq m] in
/-- The dot product of the Cartesian gradient `Bᵀ f` with `x` equals the dot product of the internal
gradient `f` with the internal displacement `B x`. -/
lemma transpose_work (B : Matrix m n ℝ) (f : m → ℝ) (x : n → ℝ) :
    (Bᵀ *ᵥ f) ⬝ᵥ x = f ⬝ᵥ (B *ᵥ x) := by
  rw [Matrix.mulVec_transpose, Matrix.dotProduct_mulVec]

/-- For independent internal coordinates and a positive weighting the G matrix is nonsingular. -/
theorem gMatrix_det_ne_zero {B : Matrix m n ℝ} {W : Matrix n n ℝ}
    (hB : LinearIndependent ℝ (fun i => B i)) (hW : IsWeight W) :
    (gMatrix B W).det ≠ 0 := by
  intro hdet
  obtain ⟨f, hf, h0⟩ := Matrix.exists_mulVec_eq_zero_iff.mpr hdet
  -- independent rows: a nonzero internal gradient has a nonzero Cartesian image
  have hne : Bᵀ *ᵥ f ≠ 0 := by
    intro h
    apply hf
    funext i
    refine Fintype.linearIndependent_iff.mp hB f ?_ i
    ext j
    have hj := congrFun h j
    simpa [Matrix.mulVec, dotProduct, Finset.sum_apply, mul_comm] using hj
  have hp := hW _ hne
  rw [transpose_work, ← gMatrix_mulVec, h0, dotProduct_zero] at hp
  exact lt_irrefl _ hp

/-- For independent internal coordinates and a positive weighting, the internal gradient is the only
solution of the weighted normal equation `(B W Bᵀ) f = B W g`. -/
theorem normal_equation_iff {B : Matrix m n ℝ} {W : Matrix n n ℝ}
    (hB : LinearIndependent ℝ (fun i => B i)) (hW : IsWeight W) (g : n → ℝ) (f : m → ℝ) :
    gMatrix B W *ᵥ f = B *ᵥ (W *ᵥ g) ↔ internalGradient B W g = f := by
  have hu : IsUnit (gMatrix B W).det := isUnit_iff_ne_zero.mpr (gMatrix_det_ne_zero hB hW)
  constructor
  · intro h
    unfold internalGradient
    rw [← h, Matrix.mulVec_mulVec, Matrix.nonsing_inv_mul _ hu, Matrix.one_mulVec]
  · intro h
    rw [← h]
    unfold internalGradient
    rw [Matrix.mulVec_mulVec, Matrix.mul_nonsing_inv _ hu, Matrix.one_mulVec]

/-- For independent internal coordinates and a positive weighting, the internal gradient reproduces
the Cartesian gradient exactly when the latter is orthogonal to every displacement that leaves the
internal coordinates unchanged to first order. -/
theorem reconstruction_iff {B : Matrix m n ℝ} {W : Matrix n n ℝ}
    (hB : LinearIndependent ℝ (fun i => B i)) (hW : IsWeight W) (g : n → ℝ) :
    Bᵀ *ᵥ internalGradient B W g = g ↔ ∀ x, B *ᵥ x = 0 → g ⬝ᵥ x = 0 := by
  constructor
  · intro h x hx
    rw [← h, transpose_work, hx, dotProduct_zero]
  · intro hg
    have hn := (normal_equation_iff hB hW g _).mpr rfl
    rw [gMatrix_mulVec] at hn
    set f := internalGradient B W g
    -- the weighted residual is invisible to the internal coordinates
    have hr : B *ᵥ (W *ᵥ (g - Bᵀ *ᵥ f)) = 0 := by
      rw [Matrix.mulVec_sub, Matrix.mulVec_sub, hn, sub_self]
    -- hence the residual has zero weighted length
    have hz : (g - Bᵀ *ᵥ f) ⬝ᵥ (W *ᵥ (g - Bᵀ *ᵥ f)) = 0 := by
      rw [sub_dotProduct, hg _ hr, transpose_work, hr, dotProduct_zero, sub_zero]
    by_contra hne
    have hp := hW (g - Bᵀ *ᵥ f) (fun h => hne (sub_eq_zero.mp h).symm)
    exact (ne_of_gt hp) hz

/-- If the rows of `B` are independent and the Cartesian gradient is orthogonal to the kernel of
`B`, the internal gradient computed with a positive weighting transforms back to it and is the same
for every weighting. -/
theorem internalGradient_weight_independent {B : Matrix m n ℝ} {W : Matrix n n ℝ} {g : n → ℝ}
    (hB : LinearIndependent ℝ (fun i => B i)) (hW : IsWeight W)
    (hg : ∀ x, B *ᵥ x = 0 → g ⬝ᵥ x = 0) :
    Bᵀ *ᵥ internalGradient B W g = g ∧
      ∀ W' : Matrix n n ℝ, IsWeight W' →
        internalGradient B W' g = internalGradient B W g := by
  have h := (reconstruction_iff hB hW g).mpr hg
  refine ⟨h, fun W' hW' => ?_⟩
  -- the gradient found with `W` also solves the normal equation of `W'`
  apply (normal_equation_iff hB hW' g _).mp
  rw [gMatrix_mulVec, h]

/-- For independent internal coordinates, a positive weighting and a Cartesian gradient orthogonal
to the kernel of `B`, the first-order energy change along any Cartesian displacement equals the
internal gradient contracted with the internal displacement. -/
theorem energy_change_eq {B : Matrix m n ℝ} {W : Matrix n n ℝ} {g : n → ℝ}
    (hB : LinearIndependent ℝ (fun i => B i)) (hW : IsWeight W)
    (hg : ∀ x, B *ᵥ x = 0 → g ⬝ᵥ x = 0) (x : n → ℝ) :
    g ⬝ᵥ x = internalGradient B W g ⬝ᵥ (B *ᵥ x) := by
  rw [← transpose_work, (reconstruction_iff hB hW g).mpr hg]

/-- The B matrix of the bond stretch of two atoms on a line. -/
def stretchB : Matrix (Fin 1) (Fin 2) ℝ := !![-1, 1]

/-- For `w > 0`, the single row of the bond-stretch B matrix is linearly independent, `diag(1, w)`
is a weighting, and the internal gradient it gives for the Cartesian gradient `(0, 1)` is `w / (1 +
w)`. -/
theorem stretch_weight_dependence (w : ℝ) (hw : 0 < w) :
    LinearIndependent ℝ (fun i => stretchB i) ∧ IsWeight !![1, 0; 0, w] ∧
      internalGradient stretchB !![1, 0; 0, w] ![0, 1] = ![w / (1 + w)] := by
  have hB : LinearIndependent ℝ (fun i => stretchB i) := by
    rw [Fintype.linearIndependent_iff]
    intro c hc i
    have h1 := congrFun hc 1
    fin_cases i
    simpa [stretchB] using h1
  have hW : IsWeight !![1, 0; 0, w] := by
    intro x hx
    have e : x ⬝ᵥ (!![1, 0; 0, w] *ᵥ x) = x 0 ^ 2 + w * x 1 ^ 2 := by
      simp [dotProduct, Matrix.mulVec, Fin.sum_univ_two]
      ring
    rw [e]
    by_cases h0 : x 0 = 0
    · have h1 : x 1 ≠ 0 := by
        intro h1
        apply hx
        ext i
        fin_cases i
        · exact h0
        · exact h1
      positivity
    · positivity
  refine ⟨hB, hW, (normal_equation_iff hB hW _ _).mp ?_⟩
  -- the normal equation is the scalar equation `(1 + w) f = w`
  have hc : w / (1 + w) * (1 + w) = w := div_mul_cancel₀ _ (by positivity)
  rw [gMatrix_mulVec]
  ext i
  fin_cases i
  simp [stretchB, Matrix.mulVec, dotProduct, Fin.sum_univ_two]
  linear_combination hc

end

end WilsonGradient
```

```lean
#print axioms WilsonGradient.internalGradient_weight_independent
#print axioms WilsonGradient.energy_change_eq
#print axioms WilsonGradient.stretch_weight_dependence
```

```
'WilsonGradient.internalGradient_weight_independent' depends on axioms: [propext, Classical.choice, Quot.sound]
'WilsonGradient.energy_change_eq' depends on axioms: [propext, Classical.choice, Quot.sound]
'WilsonGradient.stretch_weight_dependence' depends on axioms: [propext, Classical.choice, Quot.sound]
```

## How the proof follows the derivation

Two identities carry the algebra. `gMatrix_mulVec` expands $Gf$ into $B(W(B^T f))$, and `transpose_work` moves $B$ across the dot product, $(B^T f)\cdot x = f \cdot (Bx)$. Most later steps rewrite with one or both of them.

`gMatrix_det_ne_zero` proves invertibility by contradiction. A zero determinant yields, through `Matrix.exists_mulVec_eq_zero_iff`, a nonzero `f` with $Gf = 0$. The inner claim `hne` is the step $B^T f \neq 0$: if the combination of rows were zero, `Fintype.linearIndependent_iff` would make every coefficient $f_i$ zero. Positivity at $B^T f$ gives `hp`, and rewriting with the two identities turns it into $0 < 0$.

`normal_equation_iff` states that $Gf = BWg$ holds exactly when `f` is the internal gradient. Each direction multiplies by the inverse or cancels it, using the nonzero determinant. This equivalence does two jobs later: it supplies the normal equation for the computed gradient, and it identifies any other solution with that gradient.

In `reconstruction_iff`, the forward direction is the short necessity argument. The reverse direction follows the residual:

- `hn` is the normal equation, written out as $B W B^T f = B W g$.
- `hr` is $B W r = 0$, obtained by distributing over the difference $r = g - B^T f$.
- `hz` is $r \cdot W r = 0$. The rewrite splits the dot product, removes the first term with `hg` applied to $Wr$, and removes the second with `transpose_work` and `hr`.

If $B^T f$ were different from $g$, the residual would be nonzero and `hW` would make $r \cdot W r$ strictly positive, contradicting `hz`.

`internalGradient_weight_independent` takes its first conclusion from `reconstruction_iff`. For the second, it applies `normal_equation_iff` with the weight `W'` to the gradient found with `W`. The remaining goal is $B W' B^T f = B W' g$, and it closes on replacing $B^T f$ by $g$. `energy_change_eq` makes the same replacement after moving $B$ across the dot product.

The example `stretch_weight_dependence` has three parts. Independence of the single row is read off from its second entry, which is 1. For positivity, the quadratic form is computed as $x_0^2 + w x_1^2$, and the proof separates the case $x_0 = 0$, where $x_1$ must be nonzero. The value of the gradient comes from `normal_equation_iff`, which avoids computing an inverse matrix: it is enough to check that $w/(1+w)$ solves the scalar equation $(1+w) f = w$. That is the fact `hc`, and `linear_combination` matches it to the expanded matrix expression.
